# Zigzag instability of an infinite ion chain: threshold $\omega_t^2 = 7\zeta(3)e^2/(2Ma^3)$

Ions of charge $e$ (in Gaussian units) and mass $M>0$ sit on an infinite line with spacing $a>0$, held near it by a transverse harmonic trap of frequency $\omega_t$. In the harmonic approximation a transverse wave of phase advance $x$ per site has squared frequency
$$w_2(x)=\omega_t^2-\frac{2e^2}{Ma^3}\sum_{m\ge1}\frac{1-\cos mx}{m^3},$$
and $w_2(\pi)=\omega_t^2-7\zeta(3)e^2/(2Ma^3)$, with $\zeta$ the Riemann zeta function. In the same approximation, a zigzag motion $e^{\kappa t}(-1)^j$ (here and below $e^{\kappa t}$ means $\exp(\kappa t)$; everywhere else $e$ is the charge) of the ions $j$, growing in time $t$ at a rate $\kappa>0$, exists exactly when $\omega_t^2<7\zeta(3)e^2/(2Ma^3)$. For an idealised string of trapped ions, infinite, equally spaced and harmonic, $\sqrt{w_2(x)}$ is, where $w_2(x)>0$, the frequency of a transverse mode; the model below is classical, and on quantisation, which is not treated here, the quanta of such modes are the transverse phonons of the string.

## Model

```lean
import Mathlib

open Real

namespace ZigzagChain

noncomputable section
```

Two ions at axial distance $d$ and transverse offset $y$ have Coulomb energy $V_d(y)=e^2/\sqrt{d^2+y^2}$ in Gaussian units. The force constant of the pair is $K(d)=V_d''(0)$.

```lean
/-- Coulomb energy of two charges `e` at axial distance `d` and transverse offset `y`. -/
def pairEnergy (e d y : ℝ) : ℝ := e ^ 2 / √(d ^ 2 + y ^ 2)

/-- Transverse force constant of a pair at distance `d`: the second derivative of the pair
energy in `y` at `y = 0`. -/
def springConst (e d : ℝ) : ℝ := deriv (deriv (pairEnergy e d)) 0
```

Ion $j\in\mathbb Z$ has transverse displacement $y_j$. The function $V_d$ is even, so to second order a pair $j,k$ contributes, apart from a constant, $\tfrac12K(y_j-y_k)^2$ to the energy and $-K(y_j-y_k)$ to the force on $j$. With the trap,
$$F_j=-M\omega_t^2y_j-\sum_{m\ge1}K(ma)\,\big[(y_j-y_{j+m})+(y_j-y_{j-m})\big].$$
This linearised force is adopted as the definition `force`; only the value of $K$ is derived from $V_d$. Lean writes `wt` for $\omega_t$, and its sums run over $n\ge0$ with $m=n+1$.

```lean
/-- Harmonic transverse force on ion `j` of a chain of spacing `a` with displacements `y`:
the trap force plus the pair forces from the ions `j ± m`, `m ≥ 1`. -/
def force (M wt e a : ℝ) (y : ℤ → ℝ) (j : ℤ) : ℝ :=
  -M * wt ^ 2 * y j - ∑' n : ℕ, springConst e (((n : ℝ) + 1) * a) *
    ((y j - y (j + ((n : ℤ) + 1))) + (y j - y (j - ((n : ℤ) + 1))))
```

A motion is a family $y_j(t)$ with a velocity `v` and an acceleration `w` such that $M\ddot y_j=F_j$ for every ion and every real time $t$.

```lean
/-- The displacements `y t j` obey Newton's equation with the harmonic force, for every ion
and every time. -/
def IsMotion (M wt e a : ℝ) (y : ℝ → ℤ → ℝ) : Prop :=
  ∃ v w : ℝ → ℤ → ℝ, ∀ t j, HasDerivAt (fun s => y s j) (v t j) t ∧
    HasDerivAt (fun s => v s j) (w t j) t ∧ M * w t j = force M wt e a (y t) j
```

The remaining definitions are the pattern $A\cos(jx+\varphi)$ of amplitude $A$ and phase $\varphi$, the lattice sum $L(x)=\sum_{m\ge1}(1-\cos mx)/m^3$, the dispersion $w_2(x)$, and $\zeta(3)$ as the real part of the complex number `riemannZeta 3`.

```lean
/-- The displacement pattern `A cos (j x + φ)`. -/
def planeWave (A x φ : ℝ) (j : ℤ) : ℝ := A * cos (j * x + φ)

/-- The lattice sum `∑_{m ≥ 1} (1 - cos m x) / m³`. -/
def latticeSum (x : ℝ) : ℝ := ∑' n : ℕ, (1 - cos (((n : ℝ) + 1) * x)) / ((n : ℝ) + 1) ^ 3

/-- The transverse dispersion `wt² - (2 e² / (M a³)) ∑_{m ≥ 1} (1 - cos m x) / m³`. -/
def w2 (M wt e a x : ℝ) : ℝ := wt ^ 2 - 2 * e ^ 2 / (M * a ^ 3) * latticeSum x

/-- The real part of the Riemann zeta function at `3`. -/
def zeta3 : ℝ := (riemannZeta 3).re
```

The model is classical, has one transverse direction and no axial motion, and takes the spacing $a$ as given. The parameters $e$ and $\omega_t$ are arbitrary reals and enter only squared.

## (a) First derivative of the pair energy

*Task.* For $d>0$ and any $y$, show that $V_d'(y)=-e^2y/(d^2+y^2)^{3/2}$.

*Solution.* Put $s=\sqrt{d^2+y^2}$, which is positive because $d>0$. The chain rule gives $s'=2y/(2s)$, and the quotient rule applied to $e^2/s$ gives
$$V_d'=\frac{0\cdot s-e^2\,\dfrac{2y}{2s}}{s^2}=-\frac{e^2y}{s^3}.$$
In Lean, `h1` differentiates $d^2+y^2$, `h1.sqrt` is the chain rule, `fun_div` the quotient rule, and `key` the last equality.

```lean
/-- For `d > 0` the pair energy has `y`-derivative `-e² y / (d² + y²)^{3/2}`. -/
theorem pairEnergy_hasDerivAt (e : ℝ) {d : ℝ} (hd : 0 < d) (y : ℝ) :
    HasDerivAt (pairEnergy e d) (-(e ^ 2 * y) / √(d ^ 2 + y ^ 2) ^ 3) y := by
  have hpos : 0 < d ^ 2 + y ^ 2 := by positivity
  have hs : 0 < √(d ^ 2 + y ^ 2) := Real.sqrt_pos.mpr hpos
  have h1 : HasDerivAt (fun y : ℝ => d ^ 2 + y ^ 2) (2 * y) y :=
    ((hasDerivAt_pow 2 y).const_add (d ^ 2)).congr_deriv (by norm_num)
  have key : ∀ s : ℝ, s ≠ 0 →
      (0 * s - e ^ 2 * (2 * y / (2 * s))) / s ^ 2 = -(e ^ 2 * y) / s ^ 3 := by
    intro s h
    first | (field_simp; done) | (field_simp; ring)
  exact ((hasDerivAt_const y (e ^ 2)).fun_div (h1.sqrt hpos.ne') hs.ne').congr_deriv
    (key _ hs.ne')
```

## (b) The force constant

*Task.* For $d>0$, show that $V_d'$ is differentiable at $y=0$ with derivative $-e^2/d^3$.

*Solution.* By (a), $V_d'=N/D$ with $N=-e^2y$ and $D=s^3$. At $y=0$ one has $s=\sqrt{d^2}=d$, again because $d>0$, and $s'=0$. Hence $N=0$, $N'=-e^2$, $D=d^3$, $D'=3s^2s'=0$, and
$$V_d''(0)=\frac{N'D-ND'}{D^2}=\frac{-e^2d^3}{d^6}=-\frac{e^2}{d^3}.$$
For $e\ne0$ the constant is negative: a sideways offset lengthens the pair and lowers the repulsion energy. In Lean, `hV` replaces the derivative by the formula of (a), `hs` is $s=d$, `h2` is $D'=0$ and `h3` is $N'=-e^2$.

```lean
/-- For `d > 0` the second `y`-derivative of the pair energy at `y = 0` is `-e² / d³`. -/
theorem pairEnergy_second_deriv (e : ℝ) {d : ℝ} (hd : 0 < d) :
    HasDerivAt (deriv (pairEnergy e d)) (-e ^ 2 / d ^ 3) 0 := by
  have hV : deriv (pairEnergy e d) = fun y => -(e ^ 2 * y) / √(d ^ 2 + y ^ 2) ^ 3 :=
    funext fun y => (pairEnergy_hasDerivAt e hd y).deriv
  have hs : √(d ^ 2 + 0 ^ 2) = d := by simp [Real.sqrt_sq hd.le]
  have h1 : HasDerivAt (fun y : ℝ => d ^ 2 + y ^ 2) 0 0 :=
    ((hasDerivAt_pow 2 (0 : ℝ)).const_add (d ^ 2)).congr_deriv (by norm_num)
  -- the denominator is stationary at `y = 0`
  have h2 : HasDerivAt (fun y : ℝ => √(d ^ 2 + y ^ 2) ^ 3) 0 0 :=
    ((h1.sqrt (by positivity)).fun_pow 3).congr_deriv (by simp)
  have h3 : HasDerivAt (fun y : ℝ => -(e ^ 2 * y)) (-e ^ 2) 0 :=
    ((hasDerivAt_id' (0 : ℝ)).const_mul (e ^ 2)).fun_neg.congr_deriv (by simp)
  have hne : √(d ^ 2 + 0 ^ 2) ^ 3 ≠ 0 := by rw [hs]; positivity
  rw [hV]
  refine (h3.fun_div h2 hne).congr_deriv ?_
  have hd' : d ≠ 0 := hd.ne'
  simp only [hs, mul_zero, sub_zero]
  field_simp
```

## (c) The series for $\zeta(3)$

*Task.* Show that $\sum_{m\ge1}m^{-3}$ converges to `zeta3`.

*Solution.* The series $\sum m^{-p}$ converges for $p>1$, so for $p=3$. For an argument of real part above $1$ the zeta function equals its Dirichlet series, so $\zeta(3)=\sum_{m\ge1}m^{-3}$. The terms are real, and taking the real part changes nothing. In Lean, `h0` and `hs` give convergence after the shift $m=n+1$, and `hz` identifies `riemannZeta 3` with the real sum regarded as a complex number.

```lean
/-- The series `∑_{m ≥ 1} 1 / m³` converges to `ζ(3)`. -/
theorem hasSum_zeta3 : HasSum (fun n : ℕ => 1 / ((n : ℝ) + 1) ^ 3) zeta3 := by
  have h0 := (summable_nat_add_iff (f := fun n : ℕ => 1 / (n : ℝ) ^ 3) 1).mpr
    (Real.summable_one_div_nat_pow.mpr (by norm_num : 1 < 3))
  have hs : Summable (fun n : ℕ => 1 / ((n : ℝ) + 1) ^ 3) := by
    simpa only [Nat.cast_add, Nat.cast_one] using h0
  have hz : riemannZeta 3 = ((∑' n : ℕ, 1 / ((n : ℝ) + 1) ^ 3 : ℝ) : ℂ) := by
    rw [zeta_eq_tsum_one_div_nat_add_one_cpow (by norm_num), Complex.ofReal_tsum]
    refine tsum_congr fun n => ?_
    simp
  unfold zeta3
  rw [hz, Complex.ofReal_re]
  exact hs.hasSum
```

## (d) Convergence of the lattice sum

*Task.* Show that the series defining $L(x)$ converges for every real $x$.

*Solution.* From $-1\le\cos mx\le1$ follows $0\le(1-\cos mx)/m^3\le2/m^3$, and $\sum 2/m^3$ converges by (c). The two bullets of the proof are the two inequalities. Lean's `∑'` returns $0$ for a divergent series, so this statement is what makes `latticeSum x` the limit of its partial sums, and through the term-by-term identity in (g) it does the same for the series in `force` on a wave pattern.

```lean
/-- The series of the lattice sum converges for every `x`. -/
theorem summable_latticeSum (x : ℝ) :
    Summable fun n : ℕ => (1 - cos (((n : ℝ) + 1) * x)) / ((n : ℝ) + 1) ^ 3 := by
  refine Summable.of_nonneg_of_le (fun n => ?_) (fun n => ?_) (hasSum_zeta3.summable.mul_left 2)
  · exact div_nonneg (sub_nonneg.mpr (cos_le_one _)) (by positivity)
  · rw [mul_one_div]
    exact div_le_div_of_nonneg_right (by linarith [neg_one_le_cos (((n : ℝ) + 1) * x)])
      (by positivity)
```

## (e) The lattice sum at $x=\pi$

*Task.* Show that $L(\pi)=\tfrac74\zeta(3)$.

*Solution.* With $k\ge0$, the even $m=2(k+1)$ contribute
$$\sum_{k\ge0}\frac1{8(k+1)^3}=\tfrac18\zeta(3).$$
Let $S=\sum_{k\ge0}(2k+1)^{-3}$ be the sum over odd $m$, convergent as part of a convergent series of positive terms. Then $S+\tfrac18\zeta(3)=\zeta(3)$, so $S=\tfrac78\zeta(3)$. Since $1-\cos m\pi$ is $2$ for odd $m$ and $0$ for even $m$, $L(\pi)=2S+0=\tfrac74\zeta(3)$.

The shift $m=n+1$ swaps parities: `g (2 * k + 1)` is the term of even $m=2k+2$, and `g (2 * k)` that of odd $m=2k+1$. The step `hev` is the even part, `hSZ` the equation for $S$, `t1` and `t2` the two values of $1-\cos m\pi$, and `linarith` eliminates $S$.

```lean
/-- At `x = π` the lattice sum equals `7 ζ(3) / 4`. -/
theorem latticeSum_pi : latticeSum π = 7 / 4 * zeta3 := by
  let g : ℕ → ℝ := fun n => 1 / ((n : ℝ) + 1) ^ 3
  let t : ℕ → ℝ := fun n => (1 - cos (((n : ℝ) + 1) * π)) / ((n : ℝ) + 1) ^ 3
  have hg : HasSum g zeta3 := hasSum_zeta3
  -- even `m` carry one eighth of `ζ(3)`, so odd `m` carry seven eighths
  have hev : HasSum (fun k => g (2 * k + 1)) (1 / 8 * zeta3) := by
    have : (fun k => g (2 * k + 1)) = fun k => 1 / 8 * g k := by
      funext k
      simp only [g]
      push_cast
      rw [show 2 * (k : ℝ) + 1 + 1 = 2 * (k + 1) by ring, mul_pow, one_div_mul_one_div]
      norm_num
    rw [this]
    exact hg.mul_left _
  obtain ⟨S, hS⟩ : Summable (fun k => g (2 * k)) :=
    hg.summable.comp_injective (i := fun k : ℕ => 2 * k) (fun p q h => by simpa using h)
  have hSZ : S + 1 / 8 * zeta3 = zeta3 := (HasSum.even_add_odd (f := g) hS hev).unique hg
  -- `1 - cos m π` is 2 for odd `m` and 0 for even `m`
  have t1 : (fun k => t (2 * k)) = fun k => 2 * g (2 * k) := by
    funext k
    simp only [t, g]
    push_cast
    rw [show (2 * (k : ℝ) + 1) * π = k * (2 * π) + π by ring, cos_nat_mul_two_pi_add_pi,
      mul_one_div]
    norm_num
  have t2 : (fun k => t (2 * k + 1)) = fun _ => 0 := by
    funext k
    simp only [t]
    rw [show (((2 * k + 1 : ℕ) : ℝ) + 1) * π = ((k + 1 : ℕ) : ℝ) * (2 * π) by push_cast; ring,
      cos_nat_mul_two_pi, sub_self, zero_div]
  have ht : HasSum t (2 * S + 0) :=
    HasSum.even_add_odd (f := t) (by rw [t1]; exact hS.mul_left 2)
      (by rw [t2]; exact hasSum_zero)
  have h : latticeSum π = 2 * S + 0 := ht.tsum_eq
  linarith
```

## (f) The dispersion at the zone boundary

*Task.* Evaluate $w_2(\pi)$.

*Solution.* By (e),
$$w_2(\pi)=\omega_t^2-\frac{2e^2}{Ma^3}\cdot\frac74\zeta(3)=\omega_t^2-\frac{7\zeta(3)e^2}{2Ma^3}.$$

```lean
/-- At `x = π` the dispersion is `wt² - 7 ζ(3) e² / (2 M a³)`. -/
theorem w2_pi (M wt e a : ℝ) :
    w2 M wt e a π = wt ^ 2 - 7 * zeta3 * e ^ 2 / (2 * M * a ^ 3) := by
  rw [w2, latticeSum_pi]
  ring
```

## (g) The force on a wave pattern

*Task.* For $M,a>0$ and $y_j=A\cos(jx+\varphi)$, show that $F_j=-Mw_2(x)\,y_j$ for all $j$.

*Solution.* Write $\theta=jx+\varphi$. The addition formulas give $\cos(\theta+mx)+\cos(\theta-mx)=2\cos\theta\cos mx$, so
$$(y_j-y_{j+m})+(y_j-y_{j-m})=2y_j(1-\cos mx).$$
By (b) with $d=ma>0$, $K(ma)=-e^2/(m^3a^3)$, and the $m$-th term of the series is $-\dfrac{2e^2}{a^3}y_j\dfrac{1-\cos mx}{m^3}$. Summing over $m$,
$$F_j=-M\omega_t^2y_j+\frac{2e^2}{a^3}L(x)\,y_j=-Mw_2(x)\,y_j.$$
In Lean, `hc` is the cosine identity, `key` the $m$-th term for real $m>0$, `hterm` its instance $m=n+1$, and `tsum_mul_left` takes the constant out of the sum. The definition `w2` is thereby tied to the Coulomb energy through `springConst`.

```lean
variable {M a : ℝ}

/-- For `M, a > 0`, on the pattern `A cos (j x + φ)` the harmonic force is `-M w2(x)` times the displacement. -/
theorem force_planeWave (hM : 0 < M) (ha : 0 < a) (wt e A x φ : ℝ) (j : ℤ) :
    force M wt e a (planeWave A x φ) j = -M * w2 M wt e a x * planeWave A x φ j := by
  have key : ∀ m : ℝ, 0 < m → springConst e (m * a) *
      ((A * cos (j * x + φ) - A * cos ((j + m) * x + φ)) +
        (A * cos (j * x + φ) - A * cos ((j - m) * x + φ))) =
      -(2 * e ^ 2 / a ^ 3 * (A * cos (j * x + φ))) * ((1 - cos (m * x)) / m ^ 3) := by
    intro m hm
    -- the two neighbours at distance `m a` combine into `2 cos (j x + φ) cos (m x)`
    have hc : cos ((j + m) * x + φ) + cos ((j - m) * x + φ) =
        2 * cos (j * x + φ) * cos (m * x) := by
      rw [show (j + m) * x + φ = (j * x + φ) + m * x by ring,
        show (j - m) * x + φ = (j * x + φ) - m * x by ring,
        cos_add (j * x + φ), cos_sub (j * x + φ)]
      ring
    rw [springConst, (pairEnergy_second_deriv e (mul_pos hm ha)).deriv]
    linear_combination (e ^ 2 / (m * a) ^ 3 * A) * hc
  have hterm : ∀ n : ℕ, springConst e (((n : ℝ) + 1) * a) *
      ((planeWave A x φ j - planeWave A x φ (j + ((n : ℤ) + 1))) +
        (planeWave A x φ j - planeWave A x φ (j - ((n : ℤ) + 1)))) =
      -(2 * e ^ 2 / a ^ 3 * planeWave A x φ j) *
        ((1 - cos (((n : ℝ) + 1) * x)) / ((n : ℝ) + 1) ^ 3) := by
    intro n
    simp only [planeWave]
    push_cast
    exact key ((n : ℝ) + 1) (by positivity)
  have hM' : M ≠ 0 := hM.ne'
  have ha' : a ≠ 0 := ha.ne'
  unfold force
  rw [tsum_congr hterm, tsum_mul_left]
  change _ - _ * latticeSum x = _
  unfold w2
  first | (field_simp; done) | (field_simp; ring)
```

## (h) Standing waves

*Task.* For $M,a>0$, let $\omega$ be real with $\omega^2=w_2(x)$. Show that $y_j(t)=\cos\omega t\,\cos(jx+\varphi)$ is a motion.

*Solution.* Differentiating twice,
$$\dot y_j=-\omega\sin\omega t\,\cos(jx+\varphi),\qquad \ddot y_j=-\omega^2\cos\omega t\,\cos(jx+\varphi)=-\omega^2y_j.$$
At fixed $t$ the displacements form the pattern of (g) with $A=\cos\omega t$, so $F_j=-Mw_2(x)y_j=-M\omega^2y_j=M\ddot y_j$. A real $\omega$ with this square exists when $w_2(x)\ge0$. The `refine` supplies the two derivatives as `v` and `w`, and `linear_combination` multiplies `hω` by $-My_j$.

```lean
/-- For `M, a > 0` and `ω² = w2(x)`, the standing wave `cos (ω t) cos (j x + φ)` is a motion of the chain. -/
theorem oscillation (hM : 0 < M) (ha : 0 < a) (wt e x φ ω : ℝ) (hω : ω ^ 2 = w2 M wt e a x) :
    IsMotion M wt e a fun t => planeWave (cos (ω * t)) x φ := by
  have hl : ∀ t : ℝ, HasDerivAt (fun s => ω * s) ω t := fun t =>
    ((hasDerivAt_id' t).const_mul ω).congr_deriv (mul_one ω)
  refine ⟨fun t j => -sin (ω * t) * ω * cos (j * x + φ),
    fun t j => -(cos (ω * t) * ω) * ω * cos (j * x + φ), fun t j =>
    ⟨(hl t).cos.mul_const (cos (j * x + φ)),
      ((hl t).sin.fun_neg.mul_const ω).mul_const (cos (j * x + φ)), ?_⟩⟩
  refine Eq.trans ?_ (force_planeWave hM ha wt e (cos (ω * t)) x φ j).symm
  simp only [planeWave]
  linear_combination (-(M * cos (ω * t) * cos (j * x + φ))) * hω
```

## (i) Growing waves

*Task.* For $M,a>0$, show that $y_j(t)=e^{\kappa t}\cos jx$ is a motion for some $\kappa>0$ if and only if $w_2(x)<0$.

*Solution.* Suppose it is a motion. Ion $0$ has $y_0=e^{\kappa t}$, so $\dot y_0=\kappa e^{\kappa t}$ and $\ddot y_0(0)=\kappa^2$, while $y_0(0)=1$. By (g), Newton's equation for this ion at $t=0$ reads $M\kappa^2=-Mw_2(x)$. The left side is positive, so $w_2(x)<0$. Conversely, if $w_2(x)<0$ take $\kappa=\sqrt{-w_2(x)}>0$. Then $M\ddot y_j=M\kappa^2y_j=-Mw_2(x)y_j=F_j$ by (g) with $A=e^{\kappa t}$ and $\varphi=0$.

In the forward direction `IsMotion` provides unspecified `v` and `w`; uniqueness of derivatives fixes them for ion $0$ in `hv` and `hw`. The step `h3` is Newton's equation, and `nlinarith` finds it incompatible with $M\kappa^2>0$ and $Mw_2(x)\ge0$. The phase is zero here, which keeps ion $0$ off a node for every $x$.

```lean
/-- For `M, a > 0`, a motion `exp (κ t) cos (j x)` with growth rate `κ > 0` exists exactly when `w2(x) < 0`. -/
theorem growth_iff (hM : 0 < M) (ha : 0 < a) (wt e x : ℝ) :
    (∃ κ > 0, IsMotion M wt e a fun t => planeWave (exp (κ * t)) x 0) ↔ w2 M wt e a x < 0 := by
  have hd : ∀ κ t : ℝ, HasDerivAt (fun s => exp (κ * s)) (exp (κ * t) * κ) t := fun κ t =>
    ((hasDerivAt_id' t).const_mul κ).exp.congr_deriv (by simp)
  constructor
  · -- Newton's equation for ion 0 at time 0 reads `M κ² = -M w2`
    rintro ⟨κ, hκ, v, w, h⟩
    have hv : ∀ t, v t 0 = exp (κ * t) * κ := fun t => by
      have h1 : HasDerivAt (fun s => exp (κ * s)) (v t 0) t := by
        simpa [planeWave] using (h t 0).1
      exact h1.unique (hd κ t)
    have h2 := (h 0 0).2.1
    simp only [hv] at h2
    have hw : w 0 0 = exp (κ * 0) * κ * κ := h2.unique ((hd κ 0).mul_const κ)
    have h3 : M * w 0 0 = -M * w2 M wt e a x * planeWave (exp (κ * 0)) x 0 0 :=
      (h 0 0).2.2.trans (force_planeWave hM ha wt e _ x 0 0)
    have hp : planeWave (exp (κ * 0)) x 0 0 = 1 := by simp [planeWave]
    rw [hw, hp, mul_zero, exp_zero] at h3
    by_contra hn
    nlinarith [mul_pos hM (mul_pos hκ hκ), mul_nonneg hM.le (not_lt.mp hn)]
  · intro h
    obtain ⟨κ, hκ, hk⟩ : ∃ κ > 0, κ * κ = -w2 M wt e a x :=
      ⟨√(-w2 M wt e a x), Real.sqrt_pos.mpr (neg_pos.mpr h),
        Real.mul_self_sqrt (neg_pos.mpr h).le⟩
    refine ⟨κ, hκ, fun t j => exp (κ * t) * κ * cos (j * x + 0),
      fun t j => exp (κ * t) * κ * κ * cos (j * x + 0), fun t j =>
      ⟨(hd κ t).mul_const (cos (j * x + 0)),
        ((hd κ t).mul_const κ).mul_const (cos (j * x + 0)), ?_⟩⟩
    refine Eq.trans ?_ (force_planeWave hM ha wt e (exp (κ * t)) x 0 j).symm
    simp only [planeWave]
    linear_combination (M * exp (κ * t) * cos (j * x + 0)) * hk
```

## (j) The zigzag threshold

*Task.* For $M,a>0$, show that $y_j(t)=e^{\kappa t}(-1)^j$ is a motion for some $\kappa>0$ if and only if $\omega_t^2<7\zeta(3)e^2/(2Ma^3)$.

*Solution.* For every integer $j$, negative ones included, $\cos j\pi=(-1)^j$, so the zigzag is the pattern of (i) at $x=\pi$. A growing zigzag therefore exists exactly when $w_2(\pi)<0$, which by (f) is the stated inequality. In Lean, `hc` and `hz` rewrite the zigzag as `planeWave A π 0 j`, and `growth_iff` is chained with `w2_pi`.

Instability in this statement means the existence of a solution of the linearised equations of the form $e^{\kappa t}(-1)^j$ with $\kappa>0$. At equality and above it no such solution exists. The theorem concerns the single mode $x=\pi$: that this mode has the lowest $w_2$, and what shape the chain takes once displacements leave the harmonic range, are not established by these statements.

```lean
/-- For `M, a > 0`, a zigzag motion `exp (κ t) (-1)^j` with growth rate `κ > 0` exists exactly when
`wt² < 7 ζ(3) e² / (2 M a³)`. -/
theorem zigzag_unstable_iff (hM : 0 < M) (ha : 0 < a) (wt e : ℝ) :
    (∃ κ > 0, IsMotion M wt e a fun t j => exp (κ * t) * (-1) ^ j) ↔
      wt ^ 2 < 7 * zeta3 * e ^ 2 / (2 * M * a ^ 3) := by
  have hc : ∀ j : ℤ, cos (j * π) = (-1) ^ j := Real.cos_int_mul_pi
  have hz : ∀ (A : ℝ) (j : ℤ), A * (-1) ^ j = planeWave A π 0 j := fun A j => by
    rw [planeWave, add_zero, hc]
  simp only [hz]
  exact (growth_iff hM ha wt e π).trans (by rw [w2_pi]; exact sub_neg)

end

end ZigzagChain
```

```lean
#print axioms ZigzagChain.summable_latticeSum
#print axioms ZigzagChain.oscillation
#print axioms ZigzagChain.zigzag_unstable_iff
```

```
'ZigzagChain.summable_latticeSum' depends on axioms: [propext, Classical.choice, Quot.sound]
'ZigzagChain.oscillation' depends on axioms: [propext, Classical.choice, Quot.sound]
'ZigzagChain.zigzag_unstable_iff' depends on axioms: [propext, Classical.choice, Quot.sound]
```
